# For harmonic forces, the velocity Verlet energy error is $h^2/8$ times the change in mass-weighted squared force

The force is taken to be linear in the displacement, $F(x)=-Kx$, where $x$ is a real vector with finitely many components, measured from a stationary point of the potential energy, and $K$ is a constant matrix of force constants. For ions in a solid or a molecule this is the quadratic expansion of the energy surface. Anharmonic terms, thermostats and rounding errors are absent from the model.

```lean
import Mathlib

open Matrix

namespace VerletEnergyError

noncomputable section

variable {ι : Type*} [Fintype ι]

/-- The harmonic force `F = -K x` for the force constants `K`. -/
def force (K : Matrix ι ι ℝ) (x : ι → ℝ) : ι → ℝ := -(K *ᵥ x)
```

A state is a pair $s=(x,v)$ of positions and velocities, written `s.1` and `s.2` in the code. With mass matrix $M$ its energy is
$$E=\tfrac12\,v\cdot Mv+\tfrac12\,x\cdot Kx .$$

```lean
/-- The total energy `v·Mv/2 + x·Kx/2` of a state `s = (x, v)`. -/
def energy (M K : Matrix ι ι ℝ) (s : (ι → ℝ) × (ι → ℝ)) : ℝ :=
  1 / 2 * (s.2 ⬝ᵥ M *ᵥ s.2) + 1 / 2 * (s.1 ⬝ᵥ K *ᵥ s.1)
```

With $E_n$ and $F_n$ the energy and force after $n$ steps of length $h$, the main result is
$$E_n-E_0=\frac{h^2}{8}\left(F_n\cdot M^{-1}F_n-F_0\cdot M^{-1}F_0\right).$$
It needs $K$ symmetric and $M$ symmetric and invertible. A bound that is uniform in time needs more. The counterexamples given along the way are argued in prose only; the file contains none of them.

## Symmetric $K$: the force comes from a potential

Symmetry of $K$ says that $-Kx$ is minus the gradient of $\frac12x\cdot Kx$. The derivation uses it when the positions drift with a constant velocity $u$ for a time $h$, from $x$ to $x'=x+hu$. Since $x\cdot Ku=u\cdot Kx$,
$$x'\cdot Kx'-x\cdot Kx=2h\,u\cdot Kx+h^2\,u\cdot Ku .$$
The old and new forces are $F=-Kx$ and $F'=-Kx-hKu$, so the right-hand side equals $-h\,u\cdot(F+F')$.

In the code, `form_symm` supplies the exchange of the two vectors, and `potential_drift` expands the products, applies that exchange once and finishes with `ring`. The lemma `form_nonneg` serves the later bound.

```lean
/-- The bilinear form of a symmetric matrix is symmetric in its two vectors. -/
lemma form_symm {A : Matrix ι ι ℝ} (hA : A.IsSymm) (a b : ι → ℝ) :
    a ⬝ᵥ A *ᵥ b = b ⬝ᵥ A *ᵥ a := by
  rw [Matrix.dotProduct_mulVec, ← Matrix.mulVec_transpose, hA.eq, dotProduct_comm]

/-- The quadratic form of a positive semidefinite real matrix is nonnegative. -/
lemma form_nonneg {A : Matrix ι ι ℝ} (hA : A.PosSemidef) (x : ι → ℝ) :
    0 ≤ x ⬝ᵥ A *ᵥ x := by
  have h := hA.dotProduct_mulVec_nonneg x
  rwa [star_trivial] at h

/-- For symmetric force constants, a drift with velocity `u` during time `h` changes `x·Kx`
by `-h` times `u` dotted with the sum of the old and the new force. -/
theorem potential_drift {K : Matrix ι ι ℝ} (hK : K.IsSymm) (h : ℝ) (x u : ι → ℝ) :
    (x + h • u) ⬝ᵥ K *ᵥ (x + h • u) - x ⬝ᵥ K *ᵥ x
      = -h * (u ⬝ᵥ force K x + u ⬝ᵥ force K (x + h • u)) := by
  simp only [force, Matrix.mulVec_add, Matrix.mulVec_smul, add_dotProduct, dotProduct_add,
    smul_dotProduct, dotProduct_smul, dotProduct_neg, smul_eq_mul]
  rw [form_symm hK x u]
  ring
```

With no symmetry condition on $K$ the main identity can fail. Take two unit masses, $K=\begin{pmatrix}0&1\\-1&0\end{pmatrix}$ and $v=0$. The potential term vanishes everywhere while the force does work, and one step changes the energy by $\frac{h^2}{2}|x|^2$ more than the identity allows.

## Symmetric invertible $M$: every force produces a definite acceleration

For Cartesian coordinates $M$ is diagonal and holds the ionic masses. A general symmetric matrix also admits constant mass matrices in other linear coordinates. Invertibility means that $M^{-1}F$ is a genuine acceleration.

One step consists of a half kick, a drift and a second half kick with the new force:
$$u=v+\tfrac h2M^{-1}F,\qquad x'=x+hu,\qquad v'=u+\tfrac h2M^{-1}F'.$$
In the code $u$ is `halfKick`, the whole map is `step`, and `trajectory` iterates it $n$ times. The quantity $F\cdot M^{-1}F$ is `forceSq`.

```lean
variable [DecidableEq ι]

/-- The mass-weighted squared force `F·M⁻¹F` at the position `x`, for an invertible mass
matrix `M`. -/
def forceSq (M K : Matrix ι ι ℝ) (x : ι → ℝ) : ℝ :=
  force K x ⬝ᵥ M⁻¹ *ᵥ force K x

/-- The velocity after the first half kick, `v + (h/2) M⁻¹F(x)`, for an invertible mass
matrix `M`. -/
def halfKick (M K : Matrix ι ι ℝ) (h : ℝ) (s : (ι → ℝ) × (ι → ℝ)) : ι → ℝ :=
  s.2 + (h / 2) • (M⁻¹ *ᵥ force K s.1)

/-- One velocity Verlet step for an invertible mass matrix `M`: half kick, drift, and half kick
with the new force. -/
def step (M K : Matrix ι ι ℝ) (h : ℝ) (s : (ι → ℝ) × (ι → ℝ)) : (ι → ℝ) × (ι → ℝ) :=
  (s.1 + h • halfKick M K h s,
    halfKick M K h s + (h / 2) • (M⁻¹ *ᵥ force K (s.1 + h • halfKick M K h s)))

/-- The state after `n` velocity Verlet steps from `s`, for an invertible mass matrix `M`. -/
def trajectory (M K : Matrix ι ι ℝ) (h : ℝ) (s : (ι → ℝ) × (ι → ℝ)) (n : ℕ) :
    (ι → ℝ) × (ι → ℝ) :=
  (step M K h)^[n] s
```

In a Born–Oppenheimer run that uses ultrasoft pseudopotentials and integrates the motion with velocity Verlet, $x$ and $v$ belong to the ions. The program kicks the velocities with the stored forces and moves the ions. It then solves for the electronic ground state at the new positions, where the augmentation charges and the overlap operator have moved with the ions. The new forces include the terms from that motion. They complete the second half kick and are kept for the first half kick of the next step, so each step needs one new force evaluation. The theorem describes such a run in the harmonic model with exact forces; incomplete self-consistency would add an error of its own.

The mass hypotheses enter when a velocity $u$ is kicked by $cM^{-1}f$, for a number $c$ and a force vector $f$. Write $a=M^{-1}f$. Invertibility gives $Ma=f$, symmetry gives $a\cdot Mu=u\cdot Ma=u\cdot f$, and therefore
$$(u+ca)\cdot M(u+ca)=u\cdot Mu+2c\,u\cdot f+c^2f\cdot M^{-1}f .$$
The two auxiliary statements `hf` and `hs` in `kinetic_kick` are these two uses.

```lean
/-- For a symmetric invertible mass matrix, a kick of the velocity `u` by `c M⁻¹f` changes
`u·Mu` by `2c u·f + c² f·M⁻¹f`. -/
theorem kinetic_kick {M : Matrix ι ι ℝ} (hM : M.IsSymm) (hdet : IsUnit M.det)
    (u f : ι → ℝ) (c : ℝ) :
    (u + c • (M⁻¹ *ᵥ f)) ⬝ᵥ M *ᵥ (u + c • (M⁻¹ *ᵥ f))
      = u ⬝ᵥ M *ᵥ u + 2 * c * (u ⬝ᵥ f) + c ^ 2 * (f ⬝ᵥ M⁻¹ *ᵥ f) := by
  have hf : M *ᵥ (M⁻¹ *ᵥ f) = f := by
    rw [Matrix.mulVec_mulVec, Matrix.mul_nonsing_inv _ hdet, Matrix.one_mulVec]
  have hs : (M⁻¹ *ᵥ f) ⬝ᵥ M *ᵥ u = u ⬝ᵥ f := by
    rw [form_symm hM, hf]
  simp only [Matrix.mulVec_add, Matrix.mulVec_smul, hf, add_dotProduct, dotProduct_add,
    smul_dotProduct, dotProduct_smul, smul_eq_mul]
  rw [hs, dotProduct_comm (M⁻¹ *ᵥ f) f]
  ring
```

Invertibility without symmetry is not enough for the main identity. Take $M=\begin{pmatrix}0&1\\-1&0\end{pmatrix}$, $K=1$ and $v=0$. Both $v\cdot Mv$ and $F\cdot M^{-1}F$ vanish for all vectors, yet one step raises the energy by $\frac{h^4}{8}|x|^2$. If $M$ is singular, a massless direction has no defined acceleration; Lean then sets $M^{-1}$ to zero, and the identity can fail as well.

## No condition on $h$ or $n$ in the identity

The midpoint velocity $u$ makes a full step symmetric: $v$ is $u$ kicked by $-\frac h2M^{-1}F$, and $v'$ is $u$ kicked by $+\frac h2M^{-1}F'$. Applying the kick formula twice and taking half the difference gives the kinetic change
$$\tfrac h2\,u\cdot(F+F')+\tfrac{h^2}{8}\left(F'\cdot M^{-1}F'-F\cdot M^{-1}F\right).$$
The potential change is $-\frac h2\,u\cdot(F+F')$. The work terms cancel, and only the quadratic force terms remain. In `energy_step`, `k0` and `k1` are the two kicks, `p` is the drift, and `linear_combination` adds them with these weights.

```lean
/-- For symmetric invertible `M` and symmetric `K`, one velocity Verlet step changes the energy
by `h²/8` times the change of the mass-weighted squared force. -/
theorem energy_step {M K : Matrix ι ι ℝ} (hM : M.IsSymm) (hdet : IsUnit M.det)
    (hK : K.IsSymm) (h : ℝ) (s : (ι → ℝ) × (ι → ℝ)) :
    energy M K (step M K h s) - energy M K s
      = h ^ 2 / 8 * (forceSq M K (step M K h s).1 - forceSq M K s.1) := by
  -- both end velocities are kicks away from the midpoint velocity `u`
  obtain ⟨u, hu⟩ : ∃ u, u = halfKick M K h s := ⟨_, rfl⟩
  have hv : s.2 = u + (-(h / 2)) • (M⁻¹ *ᵥ force K s.1) := by
    rw [hu, halfKick]
    module
  have hx : (step M K h s).1 = s.1 + h • u := by
    rw [hu]
    rfl
  have hv' : (step M K h s).2 = u + (h / 2) • (M⁻¹ *ᵥ force K (step M K h s).1) := by
    rw [hu]
    rfl
  have k0 := kinetic_kick hM hdet u (force K s.1) (-(h / 2))
  rw [← hv] at k0
  have k1 := kinetic_kick hM hdet u (force K (step M K h s).1) (h / 2)
  rw [← hv'] at k1
  have p := potential_drift hK h s.1 u
  rw [← hx] at p
  -- the work terms cancel against the potential energy
  unfold energy forceSq
  linear_combination (1 / 2) * k1 - (1 / 2) * k0 + (1 / 2) * p
```

Summing over steps, each intermediate force term appears once with each sign, so only the first and last survive. The proof of `energy_error` does this by induction.

```lean
/-- For symmetric invertible `M` and symmetric `K`, the energy error after any number of velocity
Verlet steps is `E_n - E_0 = (h²/8)(F_n·M⁻¹F_n - F_0·M⁻¹F_0)`. -/
theorem energy_error {M K : Matrix ι ι ℝ} (hM : M.IsSymm) (hdet : IsUnit M.det)
    (hK : K.IsSymm) (h : ℝ) (s : (ι → ℝ) × (ι → ℝ)) (n : ℕ) :
    energy M K (trajectory M K h s n) - energy M K s
      = h ^ 2 / 8 * (forceSq M K (trajectory M K h s n).1 - forceSq M K s.1) := by
  induction n with
  | zero => simp [trajectory]
  | succ n ih =>
    have e : trajectory M K h s (n + 1) = step M K h (trajectory M K h s n) :=
      Function.iterate_succ_apply' _ _ _
    have h1 := energy_step hM hdet hK h (trajectory M K h s n)
    rw [e]
    linear_combination h1 + ih
```

The identity holds for every real $h$ and every $n$, and even for an indefinite $K$, as at a saddle point. The energy error has no drift independent of the forces, but it can grow if the forces grow. The factor $h^2$ alone is therefore not yet a second-order bound for long times.

For $h\neq0$, the energies at steps $m$ and $n$ agree exactly when the mass-weighted squared forces agree. The proof subtracts two instances of the identity and cancels $h^2$. That cancellation is the only use of $h\neq0$: at $h=0$ the state never changes, and both equalities are true anyway.

```lean
/-- For symmetric invertible `M`, symmetric `K` and a nonzero time step, the energies at two steps
agree exactly when the mass-weighted squared forces agree. -/
theorem energy_eq_iff {M K : Matrix ι ι ℝ} (hM : M.IsSymm) (hdet : IsUnit M.det)
    (hK : K.IsSymm) {h : ℝ} (hh : h ≠ 0) (s : (ι → ℝ) × (ι → ℝ)) (m n : ℕ) :
    energy M K (trajectory M K h s n) = energy M K (trajectory M K h s m) ↔
      forceSq M K (trajectory M K h s n).1 = forceSq M K (trajectory M K h s m).1 := by
  have a := energy_error hM hdet hK h s n
  have b := energy_error hM hdet hK h s m
  constructor
  · intro e
    have z : h ^ 2 * (forceSq M K (trajectory M K h s n).1
        - forceSq M K (trajectory M K h s m).1) = 0 := by
      linear_combination 8 * e - 8 * a + 8 * b
    exact sub_eq_zero.mp ((mul_eq_zero.mp z).resolve_left (pow_ne_zero 2 hh))
  · intro e
    linear_combination a - b + h ^ 2 / 8 * e
```

## Positive masses, bounded frequencies and $(h\omega)^2<4$: a bound for all times

Positive definite $M$ gives every nonzero velocity a positive kinetic energy. Positive semidefinite $K$ says that no displacement lowers the potential energy, while free translations remain allowed. The number $\omega$ stands for an upper bound on the angular frequencies of vibration, expressed by
$$F\cdot M^{-1}F\le\omega^2\,x\cdot Kx\quad\text{for all }x .$$
For a normal mode $Kx=\lambda Mx$ with $\lambda>0$, this says $\lambda\le\omega^2$. The condition $(h\omega)^2<4$ limits the step in terms of that frequency.

Set $q=(h\omega)^2$ and $g_n=\frac{h^2}{8}F_n\cdot M^{-1}F_n$. The hypotheses on $M$, $K$ and $\omega$ give $0\le g_n\le\frac q4E_n$, and the identity reads $E_n-E_0=g_n-g_0$. For the upper side,
$$E_n-E_0\le g_n\le\tfrac q4E_n\quad\Longrightarrow\quad E_n\le\frac{4}{4-q}E_0\quad\Longrightarrow\quad E_n-E_0\le\frac{q}{4-q}E_0 .$$
For the lower side, $E_0-E_n\le g_0\le\frac q4E_0\le\frac q{4-q}E_0$. Hence
$$|E_n-E_0|\le\frac{(h\omega)^2}{4-(h\omega)^2}\,E_0\qquad\text{for all }n,$$
which is second order in $h$ at fixed $\omega$ and $E_0$.

In the proof, `key` and `pos` are the two bounds on $g_n$, and `hE` is $E_0\ge0$. The hypothesis `hst` makes the denominator positive, and `hq` supplies the last inequality of the lower side.

```lean
/-- Let `M` be positive definite, `K` positive semidefinite, `F·M⁻¹F ≤ ω² x·Kx` at every position,
and `(hω)² < 4`. Then `|E_n - E_0| ≤ (hω)²/(4 - (hω)²) E_0` after any number of steps. -/
theorem energy_error_bound {M K : Matrix ι ι ℝ} (hM : M.PosDef) (hK : K.PosSemidef)
    {h ω : ℝ} (hω : ∀ x, forceSq M K x ≤ ω ^ 2 * (x ⬝ᵥ K *ᵥ x)) (hst : (h * ω) ^ 2 < 4)
    (s : (ι → ℝ) × (ι → ℝ)) (n : ℕ) :
    |energy M K (trajectory M K h s n) - energy M K s|
      ≤ (h * ω) ^ 2 / (4 - (h * ω) ^ 2) * energy M K s := by
  have hMs : M.IsSymm := by
    have e := hM.isHermitian.eq
    rw [Matrix.conjTranspose_eq_transpose_of_trivial] at e
    exact e
  have hKs : K.IsSymm := by
    have e := hK.isHermitian.eq
    rw [Matrix.conjTranspose_eq_transpose_of_trivial] at e
    exact e
  have main := energy_error hMs hM.det_pos.ne'.isUnit hKs h s n
  -- the force term is a fixed fraction of the energy
  have key : ∀ t : (ι → ℝ) × (ι → ℝ),
      h ^ 2 / 8 * forceSq M K t.1 ≤ (h * ω) ^ 2 / 4 * energy M K t := by
    intro t
    have h1 := mul_le_mul_of_nonneg_left (hω t.1) (sq_nonneg h)
    have h2 := mul_nonneg (sq_nonneg (h * ω)) (form_nonneg hM.posSemidef t.2)
    unfold energy
    linarith
  have pos : ∀ x, 0 ≤ h ^ 2 / 8 * forceSq M K x := fun x =>
    mul_nonneg (by positivity) (form_nonneg hM.inv.posSemidef (force K x))
  have hE : 0 ≤ energy M K s := by
    have h1 := form_nonneg hM.posSemidef s.2
    have h2 := form_nonneg hK s.1
    unfold energy
    linarith
  have kn := key (trajectory M K h s n)
  have k0 := key s
  have pn := pos (trajectory M K h s n).1
  have p0 := pos s.1
  have hq := mul_nonneg (mul_nonneg (sq_nonneg (h * ω)) hE) (sq_nonneg (h * ω))
  have hd : 0 < 4 - (h * ω) ^ 2 := by linarith
  rw [div_mul_eq_mul_div, abs_le]
  constructor
  · rw [neg_le, le_div_iff₀ hd]
    have lower : -(energy M K (trajectory M K h s n) - energy M K s)
        ≤ (h * ω) ^ 2 / 4 * energy M K s := by linarith
    have := mul_le_mul_of_nonneg_right lower hd.le
    linarith
  · rw [le_div_iff₀ hd]
    linarith
```

Each condition has a visible role:

- **Positive mass.** For one coordinate with $M=-1$, $K=1$ and $\omega=0$, the frequency inequality holds and the bound would be zero. Starting from $x=1$, $v=0$, the energy nevertheless changes whenever $h\neq0$. Symmetric invertible $M$ is thus too weak here.
- **Semidefinite $K$.** Once $M$ is positive definite, the frequency inequality already forces $x\cdot Kx\ge0$, so this hypothesis adds only the symmetry of $K$.
- **Strict step limit.** For one oscillator of unit mass whose own angular frequency is $\omega=2/h$, two steps send $(x,v)$ to $(x-2hv,\,v)$. If $v\neq0$, the energy grows without bound, so $(h\omega)^2\le4$ does not give any bound uniform in $n$.

A concrete case has two unit masses, each tied to a wall and to the other by unit springs. With displacements $a$ and $b$ (`x 0` and `x 1`),
$$x\cdot Kx=a^2+b^2+(a-b)^2,\qquad 3\,x\cdot Kx-F\cdot F=(a+b)^2\ge0,$$
so $\omega=\sqrt3$ works. The last square is the hint given to `nlinarith`. The witness fixes $M$, $K$ and $\omega$ and leaves $h$ free; with $h=0.1$ the bound is $0.03/3.97$, or about $0.76\%$ of $E_0$.

```lean
/-- Two unit masses with force constants `!![2, -1; -1, 2]` meet the conditions on `M`, `K` and `ω`
in the energy bound, with `ω = √3`. -/
theorem energy_error_bound_witness :
    (1 : Matrix (Fin 2) (Fin 2) ℝ).PosDef ∧
    (!![2, -1; -1, 2] : Matrix (Fin 2) (Fin 2) ℝ).PosSemidef ∧
    ∀ x : Fin 2 → ℝ, forceSq 1 !![2, -1; -1, 2] x
      ≤ (√3) ^ 2 * (x ⬝ᵥ !![2, -1; -1, 2] *ᵥ x) := by
  have e : ∀ x : Fin 2 → ℝ, x ⬝ᵥ !![2, -1; -1, 2] *ᵥ x
      = x 0 ^ 2 + x 1 ^ 2 + (x 0 - x 1) ^ 2 := by
    intro x
    simp [Matrix.mulVec, dotProduct, Fin.sum_univ_two]
    ring
  refine ⟨Matrix.PosDef.one, Matrix.PosSemidef.of_dotProduct_mulVec_nonneg ?_ ?_, ?_⟩
  · ext i j
    fin_cases i <;> fin_cases j <;> simp
  · intro x
    rw [star_trivial, e]
    positivity
  · intro x
    have f : forceSq 1 !![2, -1; -1, 2] x
        = (2 * x 0 - x 1) ^ 2 + (2 * x 1 - x 0) ^ 2 := by
      simp only [forceSq, force, inv_one, Matrix.one_mulVec]
      simp [dotProduct, Fin.sum_univ_two]
      ring
    rw [f, e, Real.sq_sqrt (by norm_num)]
    nlinarith [sq_nonneg (x 0 + x 1)]

end

end VerletEnergyError
```

```lean
#print axioms VerletEnergyError.energy_step
#print axioms VerletEnergyError.energy_eq_iff
#print axioms VerletEnergyError.energy_error_bound
```

```
'VerletEnergyError.energy_step' depends on axioms: [propext, Classical.choice, Quot.sound]
'VerletEnergyError.energy_eq_iff' depends on axioms: [propext, Classical.choice, Quot.sound]
'VerletEnergyError.energy_error_bound' depends on axioms: [propext, Classical.choice, Quot.sound]
```
